# For stationary covariance, averaging all km samples gives a variance no larger than averaging every k-th

A molecular dynamics or Monte Carlo run has produced km successive values of an energy. Neighbouring values are correlated, so someone keeps only every k-th value and averages the remaining m. Does discarding the rest make the average more precise? If the covariance of two samples depends only on their separation in time, it does not, whatever the signs of the correlations.

## Two averages from the same run

```lean
import Mathlib

open MeasureTheory ProbabilityTheory Finset

namespace ThinningNeverHelps

noncomputable section

variable {Ω : Type*}
```

A point ω of `Ω` stands for one possible run, including its random initial condition and random numbers. An observable is a function from `Ω` to the real numbers.

```lean
/-- The mean of the first `N` samples, for `N ≥ 1`. -/
def fullMean (X : ℕ → Ω → ℝ) (N : ℕ) : Ω → ℝ :=
  (N : ℝ)⁻¹ • ∑ i ∈ range N, X i
```

`X i` is the sample at time i, counted from 0, and `range N` is the set 0, …, N−1. The full mean of N samples is

F = (1/N) Σ_i X_i.

The symbol `•` multiplies a random variable by a number.

```lean
/-- The mean of the `m` samples `r, r + k, r + 2k, …` taken every `k` steps, for `m ≥ 1`. -/
def thinnedMean (X : ℕ → Ω → ℝ) (k m r : ℕ) : Ω → ℝ :=
  (m : ℝ)⁻¹ • ∑ a ∈ range m, X (r + k * a)
```

The thinned mean starts at offset r and takes m samples at spacing k:

T_r = (1/m) Σ_a X_{r+ka}, a = 0, …, m−1.

For m = 0 the full and thinned means are both the zero function, and the comparisons below are trivial.

```lean
/-- A sum over `k * m` consecutive times splits into `k` interleaved sums of `m` terms. -/
theorem sum_interleaved {M : Type*} [AddCommMonoid M] (f : ℕ → M) (k m : ℕ) :
    ∑ i ∈ range (k * m), f i = ∑ r ∈ range k, ∑ a ∈ range m, f (r + k * a) := by
  induction m with
  | zero => simp
  | succ m ih =>
    rw [Nat.mul_succ, Finset.sum_range_add, ih, ← Finset.sum_add_distrib]
    refine Finset.sum_congr rfl fun r _ => ?_
    rw [Finset.sum_range_succ, add_comm (k * m) r]
```

Every time i below km can be written in exactly one way as r + ka with r < k and a < m. The sum over all times therefore splits into k interleaved sums. The proof is by induction on m: k further time steps add one term to each interleaved sum.

```lean
/-- The mean of all samples is the average of the `k` thinned means. -/
theorem fullMean_eq_average (X : ℕ → Ω → ℝ) (k m : ℕ) :
    fullMean X (k * m) = (k : ℝ)⁻¹ • ∑ r ∈ range k, thinnedMean X k m r := by
  unfold fullMean thinnedMean
  rw [sum_interleaved X k m, ← Finset.smul_sum, smul_smul, Nat.cast_mul, mul_inv]
```

From here on, F is the full mean of N = km samples. Dividing the previous identity by km gives

F = (1/k) Σ_r T_r, r = 0, …, k−1.

The full mean is the average of the k thinned means, one for each offset.

## Covariance that depends only on the lag

```lean
variable [MeasurableSpace Ω] {μ : Measure Ω}

/-- The covariance of the first `N` samples depends only on the lag `|i - j|`. -/
def StationaryCov (μ : Measure Ω) (X : ℕ → Ω → ℝ) (N : ℕ) : Prop :=
  ∃ c : ℕ → ℝ, ∀ i < N, ∀ j < N, cov[X i, X j; μ] = c ((i : ℤ) - (j : ℤ)).natAbs
```

`μ` is the measure on the runs, and `cov[X i, X j; μ]` is the covariance of two samples. `StationaryCov` says that there is a function c with

cov(X_i, X_j) = c(|i − j|) for all i, j < N.

This is assumed, not derived from any dynamics. It stands for an equilibrated run, whose fluctuations look the same whenever one starts to observe. The means of the X_i may still drift, since only covariances are restricted.

```lean
lemma index_lt {k m r a : ℕ} (hr : r < k) (ha : a < m) : r + k * a < k * m :=
  calc r + k * a < k + k * a := Nat.add_lt_add_right hr _
    _ = k * (a + 1) := by ring
    _ ≤ k * m := Nat.mul_le_mul_left k ha
```

If r < k and a < m, then r + ka < km, so a thinned mean uses only samples from the run.

```lean
lemma memLp_thinnedMean {X : ℕ → Ω → ℝ} {k m r : ℕ}
    (hX : ∀ i < k * m, MemLp (X i) 2 μ) (hr : r < k) :
    MemLp (thinnedMean X k m r) 2 μ :=
  (MeasureTheory.memLp_finsetSum' _ fun _ ha => hX _ (index_lt hr (mem_range.mp ha))).const_smul _
```

`MemLp (X i) 2 μ` says that X_i is square-integrable, so its variance is finite. Thinned means inherit this property as finite sums multiplied by a number.

```lean
variable [IsProbabilityMeasure μ]

/-- For stationary covariance, the variance of the thinned mean is the same for all starting offsets
below `k`. -/
theorem variance_thinnedMean_offset {X : ℕ → Ω → ℝ} {k m r : ℕ}
    (hX : ∀ i < k * m, MemLp (X i) 2 μ) (hc : StationaryCov μ X (k * m)) (hr : r < k) :
    Var[thinnedMean X k m r; μ] = Var[thinnedMean X k m 0; μ] := by
  obtain ⟨c, hc⟩ := hc
  have hk : 0 < k := Nat.zero_lt_of_lt hr
  -- the variance of a thinned mean is a double sum of covariances at lags `k |a - b|`
  have key : ∀ q < k, Var[thinnedMean X k m q; μ] = ((m : ℝ)⁻¹) ^ 2 *
      ∑ a ∈ range m, ∑ b ∈ range m, c ((k : ℤ) * a - k * b).natAbs := by
    intro q hq
    unfold thinnedMean
    rw [variance_smul,
      variance_sum' fun a ha => hX _ (index_lt hq (mem_range.mp ha))]
    congr 1
    refine Finset.sum_congr rfl fun a ha => Finset.sum_congr rfl fun b hb => ?_
    rw [hc _ (index_lt hq (mem_range.mp ha)) _ (index_lt hq (mem_range.mp hb))]
    have h : ((q + k * a : ℕ) : ℤ) - ((q + k * b : ℕ) : ℤ) = (k : ℤ) * a - k * b := by
      push_cast
      ring
    rw [h]
  rw [key r hr, key 0 hk]
```

From here `μ` is a probability measure, and the theorems about a general signal X assume that every sample of the run is square-integrable. The theorem says that all offsets r < k give the same variance. By hand, expand the variance of the sum:

Var(T_r) = (1/m²) Σ_a Σ_b cov(X_{r+ka}, X_{r+kb}) = (1/m²) Σ_a Σ_b c(k|a − b|).

The offset r cancels in the difference of the two times. In Lean, `key` is this formula for an arbitrary offset q, and the last line applies it to r and to 0.

## What thinning loses

```lean
/-- For stationary covariance, the variance of the thinned mean at offset 0 exceeds that of the full
mean by the sum of the variances of all differences between thinned means, divided by `2 k ^ 2`. -/
theorem thinning_loss {X : ℕ → Ω → ℝ} {k m : ℕ} (hk : 0 < k)
    (hX : ∀ i < k * m, MemLp (X i) 2 μ) (hc : StationaryCov μ X (k * m)) :
    Var[thinnedMean X k m 0; μ] - Var[fullMean X (k * m); μ] =
      (∑ r ∈ range k, ∑ s ∈ range k,
        Var[thinnedMean X k m r - thinnedMean X k m s; μ]) / (2 * (k : ℝ) ^ 2) := by
  have hT : ∀ r ∈ range k, MemLp (thinnedMean X k m r) 2 μ :=
    fun r hr => memLp_thinnedMean hX (mem_range.mp hr)
  obtain ⟨C, hC⟩ : ∃ C, C = ∑ r ∈ range k, ∑ s ∈ range k,
      cov[thinnedMean X k m r, thinnedMean X k m s; μ] := ⟨_, rfl⟩
  have hfull : Var[fullMean X (k * m); μ] = ((k : ℝ)⁻¹) ^ 2 * C := by
    rw [fullMean_eq_average, variance_smul, variance_sum' hT, hC]
  -- expand each difference and use that all thinned means have equal variance
  have hdiff : ∑ r ∈ range k, ∑ s ∈ range k,
      Var[thinnedMean X k m r - thinnedMean X k m s; μ] =
      2 * (k : ℝ) ^ 2 * Var[thinnedMean X k m 0; μ] - 2 * C := by
    calc _ = ∑ r ∈ range k, ∑ s ∈ range k, (2 * Var[thinnedMean X k m 0; μ] -
          2 * cov[thinnedMean X k m r, thinnedMean X k m s; μ]) := by
          refine Finset.sum_congr rfl fun r hr => Finset.sum_congr rfl fun s hs => ?_
          rw [variance_sub (hT r hr) (hT s hs),
            variance_thinnedMean_offset hX hc (mem_range.mp hr),
            variance_thinnedMean_offset hX hc (mem_range.mp hs)]
          ring
      _ = _ := by
          simp only [Finset.sum_sub_distrib, ← Finset.mul_sum, Finset.sum_const,
            Finset.card_range, nsmul_eq_mul, ← hC]
          ring
  have hk' : (0 : ℝ) < k := Nat.cast_pos.mpr hk
  have hinv : (k : ℝ)⁻¹ * k = 1 := inv_mul_cancel₀ hk'.ne'
  rw [hfull, hdiff, eq_div_iff (by positivity)]
  linear_combination (-2 * C * ((k : ℝ)⁻¹ * k + 1)) * hinv
```

This is an exact formula for the loss of precision, measured as the increase in variance when the full mean is replaced by a thinned mean:

Var(T_0) − Var(F) = (1/(2k²)) Σ_r Σ_s Var(T_r − T_s).

To derive it, write V for the common variance of the thinned means and C for Σ_r Σ_s cov(T_r, T_s). Since F is the average of the T_r,

Var(F) = C/k².

For each pair of offsets,

Var(T_r − T_s) = Var(T_r) + Var(T_s) − 2 cov(T_r, T_s) = 2V − 2 cov(T_r, T_s).

Summing over all k² pairs gives 2k²V − 2C, and division by 2k² gives V − C/k², which is the loss. In the proof, `hfull` is the formula for Var(F), `hdiff` is the summed formula, and `linear_combination` finishes the algebra.

```lean
/-- For stationary covariance, the mean of all `k * m` samples has variance at most that of the mean
of `m` samples taken every `k` steps, from any offset below `k`. -/
theorem variance_fullMean_le_thinnedMean {X : ℕ → Ω → ℝ} {k m r : ℕ} (hr : r < k)
    (hX : ∀ i < k * m, MemLp (X i) 2 μ) (hc : StationaryCov μ X (k * m)) :
    Var[fullMean X (k * m); μ] ≤ Var[thinnedMean X k m r; μ] := by
  rw [variance_thinnedMean_offset hX hc hr, ← sub_nonneg,
    thinning_loss (Nat.zero_lt_of_lt hr) hX hc]
  exact div_nonneg (Finset.sum_nonneg fun _ _ => Finset.sum_nonneg fun _ _ =>
    variance_nonneg _ _) (by positivity)
```

This is the answer to the opening question:

Var(F) ≤ Var(T_r) for every offset r < k.

The proof moves the offset to 0, inserts the loss formula and observes that a sum of variances is nonnegative.

For time averages from an equilibrated simulation, thinning therefore cannot reduce the statistical variance, provided that the covariance is stationary and the run length is an exact multiple of k. The theorem does not weigh the cost of storing or evaluating samples, and it does not compare biases.

Without stationarity the inequality can fail. Take k = 2, m = 1, X_0 = 0 and X_1 = Z with Var(Z) = 1. Then T_0 has variance 0, while F = Z/2 has variance 1/4.

A weaker statement survives. For square-integrable samples with any covariance, the same expansion by hand, with the variances of the T_r left unequal, gives

Var(F) ≤ (1/k) Σ_r Var(T_r).

The full mean is then at least as precise as the thinned means are on average over the offsets, though a particular offset may do better.

```lean
/-- For stationary covariance, the full mean and the thinned mean at offset 0 have equal variance
exactly when the difference of any two thinned means with offsets below `k` has zero variance. -/
theorem variance_eq_iff {X : ℕ → Ω → ℝ} {k m : ℕ} (hk : 0 < k)
    (hX : ∀ i < k * m, MemLp (X i) 2 μ) (hc : StationaryCov μ X (k * m)) :
    Var[fullMean X (k * m); μ] = Var[thinnedMean X k m 0; μ] ↔
      ∀ r < k, ∀ s < k, Var[thinnedMean X k m r - thinnedMean X k m s; μ] = 0 := by
  have hk' : (2 * (k : ℝ) ^ 2) ≠ 0 := by positivity
  rw [eq_comm, ← sub_eq_zero, thinning_loss hk hX hc, div_eq_zero_iff,
    or_iff_left hk', Finset.sum_eq_zero_iff_of_nonneg
      (fun _ _ => Finset.sum_nonneg fun _ _ => variance_nonneg _ _)]
  simp only [Finset.sum_eq_zero_iff_of_nonneg (fun _ _ => variance_nonneg _ _), mem_range]
```

A sum of nonnegative terms vanishes only if every term does. Thinning thus loses nothing exactly when Var(T_r − T_s) = 0 for all r, s < k, which means that any two thinned means differ by a constant with probability one. Perfectly correlated samples, X_i = Z for all i, are an example. The theorem is written for offset 0, but all offsets have the same variance.

## An alternating signal

```lean
/-- The signal `Z, -Z, Z, -Z, …` with a random amplitude `Z`. -/
def alternating (Z : Ω → ℝ) (i : ℕ) : Ω → ℝ := (-1 : ℝ) ^ i • Z
```

Here the samples are Z, −Z, Z, −Z, …, with one random amplitude Z per run.

```lean
omit [IsProbabilityMeasure μ] in
/-- The alternating signal with square-integrable amplitude is square-integrable at every
time and has stationary covariance. -/
theorem alternating_witness {Z : Ω → ℝ} (hZ : MemLp Z 2 μ) (N : ℕ) :
    (∀ i < N, MemLp (alternating Z i) 2 μ) ∧ StationaryCov μ (alternating Z) N := by
  refine ⟨fun i _ => hZ.const_smul _, fun d => (-1) ^ d * cov[Z, Z; μ], ?_⟩
  intro i _ j _
  have hsign : (-1 : ℝ) ^ i * (-1) ^ j = (-1) ^ ((i : ℤ) - (j : ℤ)).natAbs := by
    rw [← pow_add]
    -- `i + j` and `|i - j|` have the same parity
    apply neg_one_pow_congr
    rw [Nat.even_iff, Nat.even_iff]
    omega
  unfold alternating
  rw [covariance_smul_left, covariance_smul_right, ← mul_assoc, hsign]
```

This signal satisfies both hypotheses when Z is square-integrable, because

cov(X_i, X_j) = (−1)^(i+j) Var(Z) = (−1)^|i−j| Var(Z).

The second step holds because i + j and |i − j| have the same parity, which `omega` checks.

```lean
omit [IsProbabilityMeasure μ] in
/-- For the alternating signal the mean of all `2 * m` samples has zero variance, while
the mean of every second sample has the variance of the amplitude. -/
theorem alternating_loss (Z : Ω → ℝ) {m : ℕ} (hm : m ≠ 0) :
    Var[fullMean (alternating Z) (2 * m); μ] = 0 ∧
      Var[thinnedMean (alternating Z) 2 m 0; μ] = Var[Z; μ] := by
  have hm' : (m : ℝ) ≠ 0 := Nat.cast_ne_zero.mpr hm
  have hfull : fullMean (alternating Z) (2 * m) = 0 := by
    unfold fullMean
    rw [sum_interleaved]
    simp [alternating, Finset.sum_range_succ, pow_add, pow_mul]
  have hthin : thinnedMean (alternating Z) 2 m 0 = Z := by
    ext ω
    simp [thinnedMean, alternating, pow_mul, hm']
  rw [hfull, hthin]
  exact ⟨variance_zero μ, rfl⟩

end

end ThinningNeverHelps
```

For k = 2 and m ≥ 1, neighbouring samples cancel in the full mean, while the thinned mean at offset 0 sees only +Z:

F = 0, T_0 = Z.

The full mean has variance zero, and the thinned mean keeps the whole variance of Z. The loss formula agrees: T_1 = −Z, so the two nonzero terms are each Var(2Z) = 4 Var(Z), and their sum divided by 2k² = 8 is Var(Z).

```lean
#print axioms ThinningNeverHelps.variance_fullMean_le_thinnedMean
#print axioms ThinningNeverHelps.variance_eq_iff
#print axioms ThinningNeverHelps.alternating_loss
```

```
'ThinningNeverHelps.variance_fullMean_le_thinnedMean' depends on axioms: [propext, Classical.choice, Quot.sound]
'ThinningNeverHelps.variance_eq_iff' depends on axioms: [propext, Classical.choice, Quot.sound]
'ThinningNeverHelps.alternating_loss' depends on axioms: [propext, Classical.choice, Quot.sound]
```
